# Two absorption integrals of a finite sum of damped oscillators do not depend on the positive dampings

Q: When I broaden a computed line spectrum, I replace each line by a damped oscillator. If the damping changed the frequency-weighted area under the absorption, the broadened curve would no longer carry the strengths I put in. What prevents this?

A: Take finitely many oscillators with strengths $f_j$, resonance frequencies $\omega_j>0$ and dampings $\gamma_j>0$. At real frequency $w$ their susceptibility is

$$\chi(w)=\sum_j\frac{f_j}{\omega_j^2-w^2-i\gamma_j w}.$$

Then

$$\int_0^\infty w\,\mathrm{Im}\,\chi\,dw=\frac{\pi}{2}\sum_j f_j,\qquad \int_0^\infty\frac{\mathrm{Im}\,\chi}{w}\,dw=\frac{\pi}{2}\,\chi(0).$$

No damping appears on either right-hand side, so in this model of finitely many independent oscillators you can change the broadening without changing either integral. Over a finite frequency window both can still change. Absorption here means $\mathrm{Im}\,\chi$. The power absorbed from a field of fixed amplitude is proportional to $w\,\mathrm{Im}\,\chi$, so the first integral is, up to a constant, the unweighted area under that power.

```lean
import Mathlib

open MeasureTheory Set

namespace LorentzSumRules

noncomputable section

/-- Susceptibility of damped oscillators with strengths `f`, resonance frequencies `ω` and dampings
`γ`, at real frequency `w`. -/
def susceptibility {ι : Type*} [Fintype ι] (f ω γ : ι → ℝ) (w : ℝ) : ℂ :=
  ∑ j, (f j : ℂ) / ((ω j : ℂ) ^ 2 - (w : ℂ) ^ 2 - Complex.I * (γ j : ℂ) * (w : ℂ))
```

Q: Does that definition contain my physics, or only something that resembles it?

A: `ι` is a finite set of labels, and `f`, `ω`, `γ` assign real numbers to them. The sign of the damping term is the one for time dependence $e^{-iwt}$, so positive strengths absorb at $w>0$. Prefactors such as charge, mass and density are absorbed into $f_j$, which may also be negative. The two sum rules and the threshold bound below assume $\omega_j>0$, a restoring force, which excludes free carriers, and $\gamma_j>0$, a loss of energy to the surroundings. Nothing limits $\gamma_j$ from above, so overdamped oscillators with $\gamma_j>2\omega_j$ are included.

Q: How do you get from the complex function to absorption?

A: Multiply each term above and below by the conjugate of its denominator. With $a=\omega_j$ and $g=\gamma_j$, the imaginary part at unit strength is

$$L(w)=\frac{gw}{(a^2-w^2)^2+g^2w^2}.$$

```lean
/-- Absorption line shape of one oscillator of unit strength, with resonance frequency `a` and
damping `g`, at frequency `w`. -/
def lineShape (a g w : ℝ) : ℝ := g * w / ((a ^ 2 - w ^ 2) ^ 2 + (g * w) ^ 2)
```

The next proof does the same: it writes the denominator as a pair of real and imaginary parts, applies the formula for the imaginary part of a quotient, and sums over $j$.

```lean
/-- The imaginary part of the susceptibility is the sum of the line shapes, weighted with the
oscillator strengths. -/
theorem susceptibility_im {ι : Type*} [Fintype ι] (f ω γ : ι → ℝ) (w : ℝ) :
    (susceptibility f ω γ w).im = ∑ j, f j * lineShape (ω j) (γ j) w := by
  unfold susceptibility
  rw [Complex.im_sum]
  refine Finset.sum_congr rfl fun j _ => ?_
  have h : (ω j : ℂ) ^ 2 - (w : ℂ) ^ 2 - Complex.I * (γ j : ℂ) * (w : ℂ)
      = ⟨ω j ^ 2 - w ^ 2, -(γ j * w)⟩ := by
    apply Complex.ext <;> simp [pow_two]
  rw [h, Complex.div_im]
  simp only [Complex.normSq_mk, Complex.ofReal_im, Complex.ofReal_re, lineShape]
  ring
```

At $w=0$ the damping term vanishes, so with every $\omega_j>0$ the static value $\chi(0)=\sum_j f_j/\omega_j^2$ is finite and real. The theorem does not assume $\omega_j>0$: at $\omega_j=0$ Lean's division by zero sets the term to zero on both sides, whereas the physical response of a free carrier diverges as $w\to0$.

```lean
/-- The static susceptibility is real and equals the sum of `f j / ω j ^ 2`. -/
theorem susceptibility_zero {ι : Type*} [Fintype ι] (f ω γ : ι → ℝ) :
    susceptibility f ω γ 0 = ((∑ j, f j / ω j ^ 2 : ℝ) : ℂ) := by
  simp [susceptibility]
```

Q: I would integrate $L$ by partial fractions, and the poles move onto the imaginary axis when the oscillator is overdamped. Where is that case treated?

A: It needs no separate treatment. Put $u=(w-a^2/w)/g$. Then

$$du=\frac{1+a^2/w^2}{g}\,dw,\qquad 1+u^2=\frac{(a^2-w^2)^2+g^2w^2}{g^2w^2},$$

and dividing gives

$$\frac{du}{1+u^2}=\Big(w+\frac{a^2}{w}\Big)L(w)\,dw.$$

As $w$ runs over the positive half-line, $u$ takes every real value once: $w^2-guw-a^2=0$ has exactly one positive root, $w=\tfrac12\big(gu+\sqrt{g^2u^2+4a^2}\big)$. The integral is therefore $\pi$ for every $g>0$.

In the proof, `hd` is the derivative, `hinj` shows that no value is taken twice, `himg` uses the positive root to reach every real number, and `hkey` is the identity for $du/(1+u^2)$. The change of variables is applied once for convergence and once for the value.

```lean
/-- For positive `a` and `g`, the line shape weighted with `w + a ^ 2 / w` is integrable over
positive frequencies, with integral `π`. -/
theorem lineShape_total {a g : ℝ} (ha : 0 < a) (hg : 0 < g) :
    IntegrableOn (fun w => (w + a ^ 2 / w) * lineShape a g w) (Ioi 0) ∧
      ∫ w in Ioi (0 : ℝ), (w + a ^ 2 / w) * lineShape a g w = Real.pi := by
  -- the substitution u = (w - a²/w)/g
  have hd : ∀ w ∈ Ioi (0 : ℝ), HasDerivWithinAt (fun w : ℝ => (w - a ^ 2 * w⁻¹) / g)
      ((1 + a ^ 2 * (w ^ 2)⁻¹) / g) (Ioi 0) w := by
    intro w hw
    have hw0 : w ≠ 0 := ne_of_gt hw
    have h := ((hasDerivAt_id' w).fun_sub ((hasDerivAt_inv hw0).const_mul (a ^ 2))).div_const g
    exact (h.congr_deriv (by ring)).hasDerivWithinAt
  have hinj : InjOn (fun w : ℝ => (w - a ^ 2 * w⁻¹) / g) (Ioi 0) := by
    intro x hx y hy h
    have hx' : 0 < x := hx
    have hy' : 0 < y := hy
    have h1 : x - a ^ 2 * x⁻¹ = y - a ^ 2 * y⁻¹ := (div_left_inj' hg.ne').mp h
    have hx1 := mul_inv_cancel₀ hx'.ne'
    have hy1 := mul_inv_cancel₀ hy'.ne'
    have h2 : (x - y) * (x * y + a ^ 2) = 0 := by
      linear_combination x * y * h1 + a ^ 2 * y * hx1 - a ^ 2 * x * hy1
    have h3 : 0 < x * y + a ^ 2 := by positivity
    rcases mul_eq_zero.mp h2 with h | h <;> linarith
  -- it covers the whole real line
  have himg : (fun w : ℝ => (w - a ^ 2 * w⁻¹) / g) '' Ioi 0 = univ := by
    refine eq_univ_of_forall fun y => ?_
    have hs : Real.sqrt ((g * y) ^ 2 + 4 * a ^ 2) ^ 2 = (g * y) ^ 2 + 4 * a ^ 2 :=
      Real.sq_sqrt (by positivity)
    have hs0 := Real.sqrt_nonneg ((g * y) ^ 2 + 4 * a ^ 2)
    generalize Real.sqrt ((g * y) ^ 2 + 4 * a ^ 2) = s at hs hs0
    have hpos : 0 < g * y + s := by
      by_contra hn
      have h1 : 0 ≤ -(g * y + s) := by linarith
      have h2 : 0 ≤ s - g * y := by linarith
      nlinarith [mul_nonneg h1 h2, pow_pos ha 2]
    obtain ⟨w, hw, hq⟩ : ∃ w : ℝ, 0 < w ∧ w ^ 2 - g * y * w = a ^ 2 :=
      ⟨(g * y + s) / 2, by linarith, by linear_combination hs / 4⟩
    refine ⟨w, hw, ?_⟩
    have h3 : (w ^ 2 - g * y * w) * w⁻¹ = w - g * y := by
      rw [show w ^ 2 - g * y * w = (w - g * y) * w by ring, mul_assoc,
        mul_inv_cancel₀ hw.ne', mul_one]
    show (w - a ^ 2 * w⁻¹) / g = y
    rw [← hq, h3, div_eq_iff hg.ne']
    ring
  -- the weighted line shape is the pulled-back Lorentzian 1/(1+u²)
  have hkey : EqOn (fun w : ℝ => |(1 + a ^ 2 * (w ^ 2)⁻¹) / g| •
      (1 + ((w - a ^ 2 * w⁻¹) / g) ^ 2)⁻¹)
      (fun w => (w + a ^ 2 / w) * lineShape a g w) (Ioi 0) := by
    intro w hw
    have hw' : 0 < w := hw
    have hD : (a ^ 2 - w ^ 2) ^ 2 + (g * w) ^ 2 ≠ 0 := by positivity
    have e : 1 + ((w - a ^ 2 * w⁻¹) / g) ^ 2
        = ((a ^ 2 - w ^ 2) ^ 2 + (g * w) ^ 2) / (g * w) ^ 2 := by
      field_simp
      ring
    simp only [lineShape]
    rw [abs_of_pos (by positivity), smul_eq_mul, e, inv_div]
    generalize (a ^ 2 - w ^ 2) ^ 2 + (g * w) ^ 2 = D at hD
    field_simp
  constructor
  · have h := (integrableOn_image_iff_integrableOn_abs_deriv_smul measurableSet_Ioi hd hinj
      (fun u : ℝ => (1 + u ^ 2)⁻¹)).mp
        (by rw [himg, integrableOn_univ]; exact integrable_inv_one_add_sq)
    exact h.congr_fun hkey measurableSet_Ioi
  · have h := integral_image_eq_integral_abs_deriv_smul measurableSet_Ioi hd hinj
      (fun u : ℝ => (1 + u ^ 2)⁻¹)
    rw [himg, setIntegral_univ, integral_univ_inv_one_add_sq] at h
    exact (setIntegral_congr_fun measurableSet_Ioi hkey).symm.trans h.symm
```

Q: That gives the sum of two integrals. I want each of them.

A: Substitute $w=a^2/v$. The denominator of $L$ acquires a factor $a^4/v^4$, so $L(a^2/v)=(v^2/a^2)L(v)$, while $|dw|=(a^2/v^2)\,dv$. Hence

$$\int_0^\infty wL(w)\,dw=\int_0^\infty\frac{a^2}{v}L(v)\,dv.$$

In the code, `himg` says that the inversion maps the positive half-line onto itself, and `e` is the factor in the denominator.

```lean
/-- For positive `a` and `g`, the line shape has the same integral over positive frequencies with
weight `w` as with weight `a ^ 2 / w`. -/
theorem lineShape_inversion {a g : ℝ} (ha : 0 < a) (hg : 0 < g) :
    ∫ w in Ioi (0 : ℝ), w * lineShape a g w
      = ∫ w in Ioi (0 : ℝ), a ^ 2 / w * lineShape a g w := by
  have hd : ∀ w ∈ Ioi (0 : ℝ), HasDerivWithinAt (fun w : ℝ => a ^ 2 * w⁻¹)
      (a ^ 2 * (-(w ^ 2)⁻¹)) (Ioi 0) w := fun w hw =>
    ((hasDerivAt_inv (ne_of_gt hw)).const_mul (a ^ 2)).hasDerivWithinAt
  have hinj : InjOn (fun w : ℝ => a ^ 2 * w⁻¹) (Ioi 0) := fun x _ y _ h =>
    inv_injective (mul_left_cancel₀ (pow_ne_zero 2 ha.ne') h)
  have himg : (fun w : ℝ => a ^ 2 * w⁻¹) '' Ioi 0 = Ioi 0 := by
    ext y
    constructor
    · rintro ⟨w, hw, rfl⟩
      exact mul_pos (pow_pos ha 2) (inv_pos.mpr hw)
    · intro hy
      have hy' : 0 < y := hy
      exact ⟨a ^ 2 * y⁻¹, mul_pos (pow_pos ha 2) (inv_pos.mpr hy'), by field_simp⟩
  have h := integral_image_eq_integral_abs_deriv_smul measurableSet_Ioi hd hinj
    (fun w => w * lineShape a g w)
  rw [himg] at h
  refine h.trans (setIntegral_congr_fun measurableSet_Ioi fun w hw => ?_)
  have hw' : 0 < w := hw
  have hD : (a ^ 2 - w ^ 2) ^ 2 + (g * w) ^ 2 ≠ 0 := by positivity
  have e : (a ^ 2 - (a ^ 2 * w⁻¹) ^ 2) ^ 2 + (g * (a ^ 2 * w⁻¹)) ^ 2
      = a ^ 4 / w ^ 4 * ((a ^ 2 - w ^ 2) ^ 2 + (g * w) ^ 2) := by
    field_simp
    ring
  simp only [lineShape]
  rw [mul_neg, abs_neg, abs_of_pos (by positivity), smul_eq_mul, e]
  generalize (a ^ 2 - w ^ 2) ^ 2 + (g * w) ^ 2 = D at hD
  field_simp
```

The two parts are equal and add up to $\pi$, so each is $\pi/2$. Dividing the second by $a^2$ gives $\int_0^\infty L/w\,dw=\pi/(2a^2)$. To split the integral, both parts must converge. The first is nonnegative and bounded by the whole, and the second is the difference of two convergent integrals.

```lean
/-- For positive `a` and `g`, over positive frequencies the line shape times `w` integrates to `π /
2` and the line shape divided by `w` to `π / (2 a ^ 2)`; both integrals converge. -/
theorem lineShape_moments {a g : ℝ} (ha : 0 < a) (hg : 0 < g) :
    (IntegrableOn (fun w => w * lineShape a g w) (Ioi 0) ∧
      ∫ w in Ioi (0 : ℝ), w * lineShape a g w = Real.pi / 2) ∧
    (IntegrableOn (fun w => lineShape a g w / w) (Ioi 0) ∧
      ∫ w in Ioi (0 : ℝ), lineShape a g w / w = Real.pi / (2 * a ^ 2)) := by
  obtain ⟨ht, hpi⟩ := lineShape_total ha hg
  have h1 : IntegrableOn (fun w => w * lineShape a g w) (Ioi 0) := by
    refine Integrable.mono' ht ?_ (ae_restrict_of_forall_mem measurableSet_Ioi fun w hw => ?_)
    · have hm : Measurable (fun w => w * lineShape a g w) := by
        unfold lineShape
        fun_prop
      exact hm.aestronglyMeasurable
    · have hw' : 0 < w := hw
      have hL : 0 ≤ lineShape a g w := by unfold lineShape; positivity
      have hq : 0 ≤ a ^ 2 / w := by positivity
      rw [Real.norm_of_nonneg (mul_nonneg hw'.le hL)]
      exact mul_le_mul_of_nonneg_right (by linarith) hL
  have h2 : IntegrableOn (fun w => a ^ 2 / w * lineShape a g w) (Ioi 0) := by
    have h : IntegrableOn (fun w => (w + a ^ 2 / w) * lineShape a g w - w * lineShape a g w)
        (Ioi 0) := Integrable.sub ht h1
    refine h.congr_fun (fun w _ => ?_) measurableSet_Ioi
    show (w + a ^ 2 / w) * lineShape a g w - w * lineShape a g w = a ^ 2 / w * lineShape a g w
    ring
  -- the two parts are equal and add up to π
  have hsum : ∫ w in Ioi (0 : ℝ), (w + a ^ 2 / w) * lineShape a g w
      = (∫ w in Ioi (0 : ℝ), w * lineShape a g w)
        + ∫ w in Ioi (0 : ℝ), a ^ 2 / w * lineShape a g w := by
    rw [← integral_add h1 h2]
    simp only [add_mul]
  have hinv := lineShape_inversion ha hg
  have e : (fun w => lineShape a g w / w)
      = fun w => (a ^ 2)⁻¹ * (a ^ 2 / w * lineShape a g w) := by
    funext w
    have ha2 : (a ^ 2)⁻¹ * a ^ 2 = 1 := inv_mul_cancel₀ (pow_ne_zero 2 ha.ne')
    linear_combination (-(lineShape a g w / w)) * ha2
  refine ⟨⟨h1, by linarith⟩, ?_, ?_⟩
  · rw [e]
    exact Integrable.const_mul h2 _
  · rw [e, integral_const_mul, show ∫ w in Ioi (0 : ℝ), a ^ 2 / w * lineShape a g w
      = Real.pi / 2 by linarith]
    field_simp
```

Q: Show me an overdamped case with numbers.

A: Take $a=1$ and $g=5/2$. The denominator factorises as $(w^2+4)(w^2+\tfrac14)$, and

$$wL(w)=\frac23\left[\frac{4}{w^2+4}-\frac{1/4}{w^2+1/4}\right].$$

The bracket integrates to $\pi-\pi/4=3\pi/4$, and the result is $\pi/2$.

Q: Then the sum over oscillators is all that remains?

A: Yes. Multiply by $f_j$ and add; a finite sum may be exchanged with the integral because every term converges. `IntegrableOn … (Ioi 0)` states convergence over $w>0$, and the equation after it gives the value.

```lean
/-- For positive resonance frequencies and dampings, `w Im χ(w)` is integrable over positive
frequencies, and its integral is `π / 2` times the sum of the oscillator strengths. -/
theorem f_sum_rule {ι : Type*} [Fintype ι] (f ω γ : ι → ℝ)
    (hω : ∀ j, 0 < ω j) (hγ : ∀ j, 0 < γ j) :
    IntegrableOn (fun w => w * (susceptibility f ω γ w).im) (Ioi 0) ∧
      ∫ w in Ioi (0 : ℝ), w * (susceptibility f ω γ w).im = Real.pi / 2 * ∑ j, f j := by
  have h : ∀ w, w * (susceptibility f ω γ w).im
      = ∑ j, f j * (w * lineShape (ω j) (γ j) w) := by
    intro w
    rw [susceptibility_im, Finset.mul_sum]
    exact Finset.sum_congr rfl fun j _ => by ring
  have hi := fun j => Integrable.const_mul (lineShape_moments (hω j) (hγ j)).1.1 (f j)
  simp only [h]
  refine ⟨MeasureTheory.integrable_finsetSum _ fun j _ => hi j, ?_⟩
  rw [MeasureTheory.integral_finsetSum _ fun j _ => hi j, Finset.mul_sum]
  refine Finset.sum_congr rfl fun j _ => ?_
  rw [integral_const_mul, (lineShape_moments (hω j) (hγ j)).1.2]
  ring
```

Q: The theorem is named `f_sum_rule`. Where is the electron number?

A: It is absent. For nonrelativistic electrons in a local potential, a commutator argument fixes the sum of the strengths over all transitions, including those into the continuum, and a finite list of computed lines need not reach that value. Here the strengths are given numbers, and the theorem recovers their sum from the absorption. The next theorem is the zero-frequency Kramers-Kronig relation for this explicit $\chi$ only, and makes no statement about a general causal response. Its right-hand side uses the real part of $\chi(0)$, which is all of $\chi(0)$.

```lean
/-- For positive resonance frequencies and dampings, `Im χ(w) / w` is integrable over positive
frequencies, and its integral is `π / 2` times the real part of `χ(0)`. -/
theorem static_sum_rule {ι : Type*} [Fintype ι] (f ω γ : ι → ℝ)
    (hω : ∀ j, 0 < ω j) (hγ : ∀ j, 0 < γ j) :
    IntegrableOn (fun w => (susceptibility f ω γ w).im / w) (Ioi 0) ∧
      ∫ w in Ioi (0 : ℝ), (susceptibility f ω γ w).im / w
        = Real.pi / 2 * (susceptibility f ω γ 0).re := by
  have h : ∀ w, (susceptibility f ω γ w).im / w
      = ∑ j, f j * (lineShape (ω j) (γ j) w / w) := by
    intro w
    rw [susceptibility_im, Finset.sum_div]
    exact Finset.sum_congr rfl fun j _ => by ring
  have hi := fun j => Integrable.const_mul (lineShape_moments (hω j) (hγ j)).2.1 (f j)
  simp only [h]
  refine ⟨MeasureTheory.integrable_finsetSum _ fun j _ => hi j, ?_⟩
  rw [MeasureTheory.integral_finsetSum _ fun j _ => hi j, susceptibility_zero, Complex.ofReal_re,
    Finset.mul_sum]
  refine Finset.sum_congr rfl fun j _ => ?_
  rw [integral_const_mul, (lineShape_moments (hω j) (hγ j)).2.2]
  ring
```

Q: Suppose every resonance lies at or above a threshold $\Delta\ge0$. If $\Delta>0$, damping can still put absorption below it. Does the threshold constrain anything?

A: It constrains the two integrals if the strengths are nonnegative. Then $\Delta^2 f_j/\omega_j^2\le f_j$ for each $j$, and summing gives

$$\Delta^2\int_0^\infty\frac{\mathrm{Im}\,\chi}{w}\,dw\le\int_0^\infty w\,\mathrm{Im}\,\chi\,dw.$$

The proof inserts both sum rules and compares term by term.

```lean
/-- For positive resonance frequencies and dampings: if all strengths are nonnegative and all
resonance frequencies are at least `Δ ≥ 0`, then `Δ ^ 2` times the integral of `Im χ(w) / w` over
positive frequencies is at most the integral of `w Im χ(w)`. -/
theorem gap_bound {ι : Type*} [Fintype ι] (f ω γ : ι → ℝ) (hω : ∀ j, 0 < ω j)
    (hγ : ∀ j, 0 < γ j) (hf : ∀ j, 0 ≤ f j) {Δ : ℝ} (hΔ : 0 ≤ Δ) (hgap : ∀ j, Δ ≤ ω j) :
    Δ ^ 2 * ∫ w in Ioi (0 : ℝ), (susceptibility f ω γ w).im / w
      ≤ ∫ w in Ioi (0 : ℝ), w * (susceptibility f ω γ w).im := by
  rw [(f_sum_rule f ω γ hω hγ).2, (static_sum_rule f ω γ hω hγ).2, susceptibility_zero,
    Complex.ofReal_re]
  have h : Δ ^ 2 * ∑ j, f j / ω j ^ 2 ≤ ∑ j, f j := by
    rw [Finset.mul_sum]
    refine Finset.sum_le_sum fun j _ => ?_
    have h1 := pow_le_pow_left₀ hΔ (hgap j) 2
    rw [← mul_div_assoc, div_le_iff₀ (pow_pos (hω j) 2)]
    nlinarith [mul_le_mul_of_nonneg_left h1 (hf j)]
  have hp : 0 ≤ Real.pi / 2 := by positivity
  linarith [mul_le_mul_of_nonneg_left h hp]
```

Q: And if I turn the damping off?

A: While all $\gamma_j$ shrink but stay positive, the first integral remains $\frac{\pi}{2}\sum_j f_j$. With all of them equal to zero it is $0$, because every line shape has $\gamma_j$ in its numerator. At $w=\omega_j$ the undamped denominator vanishes and Lean's division returns zero, but finitely many points do not affect the integral. A physicist keeps the strength by taking the limit after integrating, which amounts to placing delta functions at the resonances; an ordinary function of $w$ cannot hold them.

```lean
/-- With all dampings set to zero, the integral of `w Im χ(w)` over positive frequencies is
zero, whatever the oscillator strengths. -/
theorem undamped_integral {ι : Type*} [Fintype ι] (f ω : ι → ℝ) :
    ∫ w in Ioi (0 : ℝ), w * (susceptibility f ω (fun _ => 0) w).im = 0 := by
  simp [susceptibility_im, lineShape]

end

end LorentzSumRules
```

```lean
#print axioms LorentzSumRules.f_sum_rule
#print axioms LorentzSumRules.gap_bound
#print axioms LorentzSumRules.undamped_integral
```

```
'LorentzSumRules.f_sum_rule' depends on axioms: [propext, Classical.choice, Quot.sound]
'LorentzSumRules.gap_bound' depends on axioms: [propext, Classical.choice, Quot.sound]
'LorentzSumRules.undamped_integral' depends on axioms: [propext, Classical.choice, Quot.sound]
```
